# Spectrum and energy bounds of the two-level Hamiltonian $h_0\mathbb 1+\mathbf h\cdot\boldsymbol\sigma$

Let $h_0$ be a real number, $\mathbf h=(h_x,h_y,h_z)$ a real vector of length $|\mathbf h|=\sqrt{h_x^2+h_y^2+h_z^2}$, $\mathbb 1$ the $2\times2$ unit matrix and $\sigma_x,\sigma_y,\sigma_z$ the Pauli matrices. Put

$$H=h_0\mathbb 1+h_x\sigma_x+h_y\sigma_y+h_z\sigma_z,\qquad E_\pm=h_0\pm|\mathbf h| .$$

Then the spectrum of $H$ is the set $\{E_+,E_-\}$; this set shrinks to a single point exactly when $\mathbf h=\mathbf 0$; and for every spinor $\psi\in\mathbb C^2$ with $\psi^\dagger\psi=1$ the number $\psi^\dagger H\psi$ is real and satisfies $E_-\le\psi^\dagger H\psi\le E_+$.

Matrices of this form describe a single spin one-half in a static magnetic field, with $\mathbf h$ proportional to the field, and two-state models of coupled electronic levels written in an orthonormal basis, with all further states left out. In either model the level splitting is $E_+-E_-=2|\mathbf h|$, so the levels touch only where $h_x$, $h_y$ and $h_z$ all vanish. If the matrix is real, as it often is for coupled electronic levels, $h_y$ is zero from the start and two conditions remain.

## The objects

With the namespaces `Matrix` and `Complex` open, `I` denotes the imaginary unit.

```lean
import Mathlib

open Matrix Complex

namespace TwoLevelHamiltonian

noncomputable section
```

A spinor is a column $\psi=(\psi_0,\psi_1)^{T}$ of two complex numbers, in Lean a function `Fin 2 → ℂ`, and rows and columns of matrices carry the same labels $0$ and $1$. The three directions $x,y,z$ are the indices $0,1,2$ of `Fin 3`. The Pauli matrices are taken in the basis in which $\sigma_z$ is diagonal, with $\psi_0$ the amplitude for $\sigma_z=+1$:

$$\sigma_x=\begin{pmatrix}0&1\\1&0\end{pmatrix},\quad \sigma_y=\begin{pmatrix}0&-i\\ i&0\end{pmatrix},\quad \sigma_z=\begin{pmatrix}1&0\\0&-1\end{pmatrix}.$$

```lean
/-- The three Pauli matrices `σ_x, σ_y, σ_z`. -/
def pauli : Fin 3 → Matrix (Fin 2) (Fin 2) ℂ :=
  ![!![0, 1; 1, 0], !![0, -I; I, 0], !![1, 0; 0, -1]]
```

The Hamiltonian is the sum $h_0\mathbb 1+\sum_k h_k\sigma_k$ over $k=x,y,z$. Two similar names have to be kept apart when reading the code: `h0` is the scalar $h_0$, while `h 0`, `h 1`, `h 2` are the components $h_x,h_y,h_z$. All four are real by their type and are embedded in $\mathbb C$ before they multiply a matrix. No factor $\hbar/2$ appears, so any such constant is part of $\mathbf h$, and $h_0$ and $\mathbf h$ are energies in one common unit.

```lean
/-- The two-level Hamiltonian `H = h₀ 1 + h · σ` with real `h₀` and real 3-vector `h`. -/
def hamiltonian (h0 : ℝ) (h : Fin 3 → ℝ) : Matrix (Fin 2) (Fin 2) ℂ :=
  (h0 : ℂ) • (1 : Matrix (Fin 2) (Fin 2) ℂ) + ∑ i, (h i : ℂ) • pauli i
```

The length $|\mathbf h|$ gets its own definition because the norm that Mathlib attaches to `Fin 3 → ℝ` is the largest absolute value of a component, which is not the Euclidean length. `Real.sqrt` is the non-negative root, so $E_-\le E_+$.

```lean
/-- The Euclidean length `|h|` of a real 3-vector. -/
def len (h : Fin 3 → ℝ) : ℝ := Real.sqrt (h 0 ^ 2 + h 1 ^ 2 + h 2 ^ 2)
```

For a $2\times2$ matrix $A$ the quantity $\psi^\dagger A\psi=\sum_{j,k}\bar\psi_jA_{jk}\psi_k$, with a bar for complex conjugation, is a complex number. In the code `star ψ` conjugates each component, `*ᵥ` applies a matrix to a column, and `⬝ᵥ` is the bilinear sum of products of components, so all the conjugation sits in `star`. Nothing is divided by the norm: `expect A ψ` is the physical expectation value when $\psi^\dagger\psi=1$, and for any other non-zero spinor the expectation value is $\psi^\dagger A\psi/\psi^\dagger\psi$.

```lean
/-- The number `ψ† A ψ` for a 2×2 matrix `A` and a spinor `ψ`, not divided by `ψ† ψ`; it is the expectation value of `A` when `ψ† ψ = 1`. -/
def expect (A : Matrix (Fin 2) (Fin 2) ℂ) (ψ : Fin 2 → ℂ) : ℂ := star ψ ⬝ᵥ A *ᵥ ψ
```

The Bloch vector $\mathbf s=(s_x,s_y,s_z)$ of a spinor has components $s_k=\operatorname{Re}\psi^\dagger\sigma_k\psi$. With $w=\bar\psi_0\psi_1$, multiplying out gives

$$\psi^\dagger\sigma_x\psi=w+\bar w,\qquad \psi^\dagger\sigma_y\psi=-iw+i\bar w,\qquad \psi^\dagger\sigma_z\psi=|\psi_0|^2-|\psi_1|^2,$$

that is $s_x=2\operatorname{Re}w$, $s_y=2\operatorname{Im}w$, $s_z=|\psi_0|^2-|\psi_1|^2$. The real part in the definition gives the components the type $\mathbb R$. Like `expect`, the vector `bloch ψ` is not normalised; the usual Bloch vector of a non-zero spinor is $\mathbf s/\psi^\dagger\psi$.

```lean
/-- The unnormalised Bloch vector of a spinor, with components `Re ψ† σ_i ψ` (not divided by `ψ† ψ`). -/
def bloch (ψ : Fin 2 → ℂ) (i : Fin 3) : ℝ := (expect (pauli i) ψ).re
```

## Matrix elements

Adding the four terms entry by entry, $\sigma_z$ contributes $\pm h_z$ on the diagonal, $\sigma_x$ contributes $h_x$ to both off-diagonal places, and $\sigma_y$ contributes $-ih_y$ above and $+ih_y$ below the diagonal:

$$H=\begin{pmatrix}h_0+h_z & h_x-ih_y\\ h_x+ih_y & h_0-h_z\end{pmatrix}.$$

```lean
/-- The matrix elements of `h₀ 1 + h · σ`. -/
theorem hamiltonian_eq (h0 : ℝ) (h : Fin 3 → ℝ) :
    hamiltonian h0 h =
      !![(h0 : ℂ) + h 2, (h 0 : ℂ) - I * h 1; (h 0 : ℂ) + I * h 1, (h0 : ℂ) - h 2] := by
  unfold hamiltonian
  rw [Fin.sum_univ_three]
  ext i j
  fin_cases i <;> fin_cases j <;> simp [pauli] <;> ring
```

The proof follows the same route. `Fin.sum_univ_three` writes the sum as three terms, `ext i j` with `fin_cases` produces the four entries, and each is a short identity between complex numbers. The later computations with $H$ start from this explicit form.

The diagonal entries are real, and the conjugate of $h_x+ih_y$ is $h_x-ih_y$, so $H^\dagger=H$.

```lean
/-- The Hamiltonian `h₀ 1 + h · σ` is Hermitian. -/
theorem hamiltonian_isHermitian (h0 : ℝ) (h : Fin 3 → ℝ) :
    (hamiltonian h0 h).IsHermitian := by
  rw [hamiltonian_eq]
  unfold Matrix.IsHermitian
  ext i j
  fin_cases i <;> fin_cases j <;> simp [Matrix.conjTranspose_apply, Complex.ext_iff]
```

`IsHermitian` unfolds to the equation between the conjugate transpose and the matrix, and `Complex.ext_iff` compares real and imaginary parts in each of the four entries. This theorem records that $H$ is an observable. The later proofs do not call on it, since the reality of the levels and of $\psi^\dagger H\psi$ is obtained below by direct computation.

## The secular determinant

For any complex number $z$,

$$z\mathbb 1-H=\begin{pmatrix}z-h_0-h_z & -(h_x-ih_y)\\ -(h_x+ih_y) & z-h_0+h_z\end{pmatrix}.$$

The product of the diagonal entries is $(z-h_0)^2-h_z^2$, and the product of the off-diagonal entries is $h_x^2-i^2h_y^2=h_x^2+h_y^2$. Hence

$$\det(z\mathbb 1-H)=(z-h_0)^2-|\mathbf h|^2=(z-h_0-|\mathbf h|)(z-h_0+|\mathbf h|)=(z-E_+)(z-E_-).$$

```lean
/-- The secular determinant factorises: `det (z - H) = (z - (h₀ + |h|)) (z - (h₀ - |h|))`. -/
theorem secular_det (h0 : ℝ) (h : Fin 3 → ℝ) (z : ℂ) :
    (z • (1 : Matrix (Fin 2) (Fin 2) ℂ) - hamiltonian h0 h).det =
      (z - ((h0 + len h : ℝ) : ℂ)) * (z - ((h0 - len h : ℝ) : ℂ)) := by
  have hr : len h ^ 2 = h 0 ^ 2 + h 1 ^ 2 + h 2 ^ 2 := Real.sq_sqrt (by positivity)
  have hc : (len h : ℂ) ^ 2 = (h 0 : ℂ) ^ 2 + (h 1 : ℂ) ^ 2 + (h 2 : ℂ) ^ 2 := by
    exact_mod_cast hr
  have hm : z • (1 : Matrix (Fin 2) (Fin 2) ℂ) - hamiltonian h0 h =
      !![z - ((h0 : ℂ) + h 2), -((h 0 : ℂ) - I * h 1);
        -((h 0 : ℂ) + I * h 1), z - ((h0 : ℂ) - h 2)] := by
    rw [hamiltonian_eq]
    ext i j
    fin_cases i <;> fin_cases j <;> simp
  -- both sides equal `(z - h₀)² - |h|²`
  rw [hm, Matrix.det_fin_two_of]
  push_cast
  linear_combination hc + (h 1 : ℂ) ^ 2 * Complex.I_sq
```

The steps `hr` and `hc` state $|\mathbf h|^2=h_x^2+h_y^2+h_z^2$, first for real and then for complex numbers, and `hm` is the matrix displayed above. After `Matrix.det_fin_two_of` has expanded the determinant, the difference of the two sides, with $i$ and $|\mathbf h|$ treated as independent symbols, is

$$\bigl(|\mathbf h|^2-h_x^2-h_y^2-h_z^2\bigr)+h_y^2\,(i^2+1).$$

The first bracket vanishes by `hc` and the second by `Complex.I_sq`. These are the two terms handed to `linear_combination`, the second with the coefficient $h_y^2$.

## The spectrum

The spectrum of $H$ is the set of complex $z$ for which $z\mathbb 1-H$ has no inverse; this is Mathlib's `spectrum ℂ`, taken in the algebra of $2\times2$ complex matrices. For a finite square matrix these are the familiar eigenvalues. A square complex matrix has no inverse exactly when its determinant is zero, and a product of two complex numbers is zero exactly when one factor is. So

$$z\in\operatorname{spec}H\iff (z-E_+)(z-E_-)=0\iff z=E_+\ \text{or}\ z=E_- .$$

```lean
/-- The spectrum of `h₀ 1 + h · σ` is the set `{h₀ + |h|, h₀ - |h|}`. -/
theorem spectrum_hamiltonian (h0 : ℝ) (h : Fin 3 → ℝ) :
    spectrum ℂ (hamiltonian h0 h) = {((h0 + len h : ℝ) : ℂ), ((h0 - len h : ℝ) : ℂ)} := by
  ext z
  -- `z - H` fails to be invertible exactly when its determinant vanishes
  rw [spectrum.mem_iff, Algebra.algebraMap_eq_smul_one, Matrix.isUnit_iff_isUnit_det,
    secular_det, isUnit_iff_ne_zero, not_not, mul_eq_zero, sub_eq_zero, sub_eq_zero,
    Set.mem_insert_iff, Set.mem_singleton_iff]
```

The single chain of rewrites is this chain of equivalences. `spectrum.mem_iff` unfolds membership to the failure of $z\mathbb 1-H$ to be a unit of the matrix algebra, `Matrix.isUnit_iff_isUnit_det` passes to the determinant, `secular_det` inserts the factorised form, and `mul_eq_zero` splits the product. The right-hand side is a set of complex numbers, each the image of a real number, so the equality contains the statement that the spectrum is real. A set written with two entries may have one element, and it carries no multiplicities.

## Degeneracy

The two levels coincide when $h_0+|\mathbf h|=h_0-|\mathbf h|$, that is when $|\mathbf h|=0$. Squaring gives $h_x^2+h_y^2+h_z^2=0$, and a sum of real squares vanishes only if each term does, so $\mathbf h=\mathbf 0$. Conversely, for $\mathbf h=\mathbf 0$ the length is zero and the spectrum is $\{h_0\}$.

Degeneracy is expressed by `Subsingleton`, which for a set means that any two of its elements are equal. Since the spectrum always contains $E_+$, "at most one point" here means exactly one point. For $\mathbf h=\mathbf 0$ the factorised determinant reads $(z-h_0)^2$, which is the sense in which one level is counted twice.

```lean
/-- The spectrum of `h₀ 1 + h · σ` has at most one point exactly when `h = 0`. -/
theorem degenerate_iff (h0 : ℝ) (h : Fin 3 → ℝ) :
    (spectrum ℂ (hamiltonian h0 h)).Subsingleton ↔ h = 0 := by
  rw [spectrum_hamiltonian]
  constructor
  · intro hs
    have e : ((h0 + len h : ℝ) : ℂ) = ((h0 - len h : ℝ) : ℂ) :=
      hs (Set.mem_insert _ _) (Set.mem_insert_of_mem _ rfl)
    have e' : h0 + len h = h0 - len h := Complex.ofReal_injective e
    have hl : len h = 0 := by linarith
    have hr : len h ^ 2 = h 0 ^ 2 + h 1 ^ 2 + h 2 ^ 2 := Real.sq_sqrt (by positivity)
    rw [hl] at hr
    -- a vanishing sum of squares forces each component to vanish
    have a0 : h 0 ^ 2 = 0 := by nlinarith [sq_nonneg (h 0), sq_nonneg (h 1), sq_nonneg (h 2)]
    have a1 : h 1 ^ 2 = 0 := by nlinarith [sq_nonneg (h 0), sq_nonneg (h 1), sq_nonneg (h 2)]
    have a2 : h 2 ^ 2 = 0 := by nlinarith [sq_nonneg (h 0), sq_nonneg (h 1), sq_nonneg (h 2)]
    ext i
    fin_cases i
    · simpa using a0
    · simpa using a1
    · simpa using a2
  · rintro rfl
    have hl : len 0 = 0 := by simp [len]
    rw [hl, add_zero, sub_zero, Set.pair_eq_singleton]
    exact Set.subsingleton_singleton
```

In the forward direction the hypothesis `hs` is applied to the two listed elements and gives `e`, the equality $E_+=E_-$ in $\mathbb C$. `Complex.ofReal_injective` brings it back to $\mathbb R$, and `hl` is $|\mathbf h|=0$. The steps `a0`, `a1`, `a2` each squeeze one square between $0$ and the vanishing sum. In the backward direction $\mathbf h$ is replaced by zero and the pair $\{h_0,h_0\}$ is rewritten as a one-point set.

## Length of the Bloch vector

From the components found above, $s_x^2+s_y^2=4|w|^2=4|\psi_0|^2|\psi_1|^2$, and therefore

$$|\mathbf s|^2=4|\psi_0|^2|\psi_1|^2+\bigl(|\psi_0|^2-|\psi_1|^2\bigr)^2=\bigl(|\psi_0|^2+|\psi_1|^2\bigr)^2=(\psi^\dagger\psi)^2 .$$

This holds for every spinor, the zero spinor included. For a unit spinor $\mathbf s$ lies on the unit sphere.

```lean
/-- The squared length of the unnormalised Bloch vector of any spinor equals `(Re ψ† ψ)²`. -/
theorem bloch_sq (ψ : Fin 2 → ℂ) :
    bloch ψ 0 ^ 2 + bloch ψ 1 ^ 2 + bloch ψ 2 ^ 2 = (star ψ ⬝ᵥ ψ).re ^ 2 := by
  simp [bloch, expect, pauli, dotProduct, Matrix.mulVec, Fin.sum_univ_two]
  ring
```

Lean checks the identity in real coordinates. With $\psi_0=a+ib$ and $\psi_1=c+id$ for real $a,b,c,d$, the components are $s_x=2(ac+bd)$, $s_y=2(ad-bc)$ and $s_z=a^2+b^2-c^2-d^2$. `simp` expands the definitions into real and imaginary parts of the two components, and `ring` confirms the resulting polynomial identity of degree four. The squared norm appears as `(star ψ ⬝ᵥ ψ).re` because the product is of type $\mathbb C$ while the equation is between real numbers.

## The energy expectation value

Using the explicit matrix,

$$\psi^\dagger H\psi=(h_0+h_z)|\psi_0|^2+(h_0-h_z)|\psi_1|^2+(h_x-ih_y)\,w+(h_x+ih_y)\,\bar w .$$

The last two terms are complex conjugates of each other, and their sum is $2\operatorname{Re}[(h_x-ih_y)w]=2h_x\operatorname{Re}w+2h_y\operatorname{Im}w=h_xs_x+h_ys_y$. The first two terms regroup to $h_0\,\psi^\dagger\psi+h_zs_z$. So the imaginary part is zero and

$$\psi^\dagger H\psi=h_0\,\psi^\dagger\psi+\mathbf h\cdot\mathbf s ,$$

where $\mathbf h\cdot\mathbf s=h_xs_x+h_ys_y+h_zs_z$. For a non-zero spinor the normalised energy is $h_0+\mathbf h\cdot\mathbf s/\psi^\dagger\psi$.

```lean
/-- For any spinor, `ψ† H ψ` is real and equals `h₀ ψ† ψ + h · s`, with `s` the unnormalised Bloch
vector of `ψ`. -/
theorem expect_hamiltonian (h0 : ℝ) (h : Fin 3 → ℝ) (ψ : Fin 2 → ℂ) :
    (expect (hamiltonian h0 h) ψ).im = 0 ∧
    (expect (hamiltonian h0 h) ψ).re =
      h0 * (star ψ ⬝ᵥ ψ).re + (h 0 * bloch ψ 0 + h 1 * bloch ψ 1 + h 2 * bloch ψ 2) := by
  rw [hamiltonian_eq]
  constructor
  · simp [expect, dotProduct, Matrix.mulVec, Fin.sum_univ_two]
    ring
  · simp [bloch, expect, pauli, dotProduct, Matrix.mulVec, Fin.sum_univ_two]
    ring
```

The theorem has no hypothesis on $\psi$. Both halves are again polynomial identities in $a,b,c,d$ and the four real parameters of $H$, one for the imaginary part and one for the real part.

## The bounds

Now let $\psi^\dagger\psi=1$. Then $|\mathbf s|^2=1$ and $\psi^\dagger H\psi=h_0+\mathbf h\cdot\mathbf s$. Lagrange's identity for two real 3-vectors reads

$$|\mathbf h|^2|\mathbf s|^2-(\mathbf h\cdot\mathbf s)^2=(h_xs_y-h_ys_x)^2+(h_xs_z-h_zs_x)^2+(h_ys_z-h_zs_y)^2 ,$$

the right side being the squared length of the cross product $\mathbf h\times\mathbf s$. It is non-negative, so with $|\mathbf s|^2=1$ one has $(\mathbf h\cdot\mathbf s)^2\le|\mathbf h|^2$, the Cauchy–Schwarz inequality for this case. Taking square roots gives $-|\mathbf h|\le\mathbf h\cdot\mathbf s\le|\mathbf h|$, and adding $h_0$ gives $E_-\le\psi^\dagger H\psi\le E_+$.

```lean
/-- The real part of the energy expectation value of a unit spinor lies between `h₀ - |h|` and `h₀ + |h|`. -/
theorem expect_bounds (h0 : ℝ) (h : Fin 3 → ℝ) (ψ : Fin 2 → ℂ) (hψ : star ψ ⬝ᵥ ψ = 1) :
    h0 - len h ≤ (expect (hamiltonian h0 h) ψ).re ∧
      (expect (hamiltonian h0 h) ψ).re ≤ h0 + len h := by
  have hs := bloch_sq ψ
  have he := (expect_hamiltonian h0 h ψ).2
  rw [hψ, Complex.one_re] at hs he
  generalize bloch ψ 0 = x at hs he
  generalize bloch ψ 1 = y at hs he
  generalize bloch ψ 2 = z at hs he
  -- Cauchy-Schwarz through Lagrange's identity: `(h · s)² ≤ |h|² |s|² = |h|²`
  have lag : (h 0 ^ 2 + h 1 ^ 2 + h 2 ^ 2) - (h 0 * x + h 1 * y + h 2 * z) ^ 2 =
      (h 0 * y - h 1 * x) ^ 2 + (h 0 * z - h 2 * x) ^ 2 + (h 1 * z - h 2 * y) ^ 2 := by
    linear_combination (-(h 0 ^ 2 + h 1 ^ 2 + h 2 ^ 2)) * hs
  have cs : (h 0 * x + h 1 * y + h 2 * z) ^ 2 ≤ h 0 ^ 2 + h 1 ^ 2 + h 2 ^ 2 := by
    linarith [sq_nonneg (h 0 * y - h 1 * x), sq_nonneg (h 0 * z - h 2 * x),
      sq_nonneg (h 1 * z - h 2 * y)]
  have hab : |h 0 * x + h 1 * y + h 2 * z| ≤ len h := Real.abs_le_sqrt cs
  obtain ⟨h1, h2⟩ := abs_le.mp hab
  constructor <;> linarith
```

After the normalisation `hψ` is inserted, `hs` says $|\mathbf s|^2=1^2$ and `he` is the formula for the energy. The three `generalize` steps rename $s_x,s_y,s_z$ as plain real numbers `x`, `y`, `z`, since only those two equations about them are needed; this `z` is unrelated to the spectral parameter. The step `lag` is Lagrange's identity with $|\mathbf s|^2$ already set to one. The difference of its two sides is $-|\mathbf h|^2(|\mathbf s|^2-1)$, which fixes the coefficient of `hs` in `linear_combination`. Dropping the three squares gives `cs`, `Real.abs_le_sqrt` takes the root in `hab`, and `abs_le` splits the absolute value into the two inequalities.

## The assembled theorem

`two_level` holds for every real `h0` and every `h : Fin 3 → ℝ`, with no hypothesis on either, so $\mathbf h=\mathbf 0$ is included. It is a conjunction of three statements. The first is the equality of the spectrum with $\{h_0+|\mathbf h|,\,h_0-|\mathbf h|\}$ as sets of complex numbers. The second is the equivalence between the spectrum having at most one point and `h = 0`. The third says that for every `ψ` with `star ψ ⬝ᵥ ψ = 1` the imaginary part of $\psi^\dagger H\psi$ is zero and its real part lies in the closed interval from $E_-$ to $E_+$. For $\mathbf h=\mathbf 0$ the interval is the point $h_0$, and every unit spinor has that energy.

The model is a fixed $2\times2$ matrix acting on pure states in an orthonormal basis: there is no time dependence, no overlap matrix and no density matrix. The lower inequality is the variational bound on the ground-state energy for a two-dimensional state space, where every Hermitian matrix has the form $h_0\mathbb 1+\mathbf h\cdot\boldsymbol\sigma$; larger state spaces are not treated. Eigenvectors are never constructed in the Lean code, so the attainment of the two bounds by particular spinors, visible in the example below, is not among the statements that were checked.

The proof term lists the earlier theorems in the order of the conjunction, taking the first half of `expect_hamiltonian` for reality and `expect_bounds` for the inequalities.

```lean
/-- For `H = h₀ 1 + h · σ`: the spectrum is `{h₀ + |h|, h₀ - |h|}`, it has at most one point
iff `h = 0`, and every unit spinor has a real expectation value between the two numbers. -/
theorem two_level (h0 : ℝ) (h : Fin 3 → ℝ) :
    spectrum ℂ (hamiltonian h0 h) = {((h0 + len h : ℝ) : ℂ), ((h0 - len h : ℝ) : ℂ)} ∧
    ((spectrum ℂ (hamiltonian h0 h)).Subsingleton ↔ h = 0) ∧
    ∀ ψ : Fin 2 → ℂ, star ψ ⬝ᵥ ψ = 1 →
      (expect (hamiltonian h0 h) ψ).im = 0 ∧
      h0 - len h ≤ (expect (hamiltonian h0 h) ψ).re ∧
      (expect (hamiltonian h0 h) ψ).re ≤ h0 + len h :=
  ⟨spectrum_hamiltonian h0 h, degenerate_iff h0 h, fun ψ hψ =>
    ⟨(expect_hamiltonian h0 h ψ).1, expect_bounds h0 h ψ hψ⟩⟩

end

end TwoLevelHamiltonian
```

```lean
#print axioms TwoLevelHamiltonian.hamiltonian_isHermitian
#print axioms TwoLevelHamiltonian.two_level
```

```
'TwoLevelHamiltonian.hamiltonian_isHermitian' depends on axioms: [propext, Classical.choice, Quot.sound]
'TwoLevelHamiltonian.two_level' depends on axioms: [propext, Classical.choice, Quot.sound]
```

## A numerical instance

Take $h_0=1$ and $\mathbf h=(2,1,2)$, so that $|\mathbf h|=\sqrt{4+1+4}=3$ and

$$H=\begin{pmatrix}3&2-i\\2+i&-1\end{pmatrix}.$$

The determinant is $(z-3)(z+1)-(2-i)(2+i)=z^2-2z-8=(z-4)(z+2)$, which gives $E_+=4$ and $E_-=-2$, in agreement with $1\pm3$.

For the unit spinor $\psi=(1,i)^T/\sqrt2$ one has $w=i/2$ and $\mathbf s=(0,1,0)$, so the formula gives $1+\mathbf h\cdot\mathbf s=2$. Directly, $H(1,i)^T=(4+2i,\,2)^T$, and multiplying by the row $(1,-i)$ gives $4+2i-2i=4$, which divided by the squared norm $2$ of $(1,i)^T$ is again $2$, inside the interval from $-2$ to $4$.

For $\psi=(2-i,\,1)^T/\sqrt6$ one has $w=(2+i)/6$ and $\mathbf s=(2/3,\,1/3,\,2/3)=\mathbf h/|\mathbf h|$. The three squares in Lagrange's identity vanish, $\mathbf h\cdot\mathbf s=3$, and the energy is $4$, the upper end. For $\psi=(2-i,\,-5)^T/\sqrt{30}$ one has $w=-(2+i)/6$ and $s_z=(5-25)/30$, so $\mathbf s=-\mathbf h/|\mathbf h|$ and the energy is $-2$, the lower end.
